# Under spherical screening, the outer of two shells ordered by density ratio keeps no larger a share of its nuclear spin-orbit field

A two-component calculation that keeps only the nuclear spin-orbit term can account approximately for electronic screening by multiplying that term by a factor for each shell. Choosing a smaller factor for an outer shell relies on an ordering of the screening. The ordering is proved here for a fixed, spherical electron cloud and for two shells whose density ratio, outer to inner, does not decrease with the radius.

```lean
import Mathlib

open MeasureTheory Set Filter

namespace ScreenedSpinOrbit

noncomputable section
```

## The screened nucleus

Let n(r) be the number of electrons per unit radius, so that the angular integration and the factor r² are already included. The magnitude of the electronic charge inside radius r, in units of the elementary charge, is

N(r) = ∫₀ʳ n(s) ds.

```lean
/-- The electronic charge `N(r)` inside radius `r` for the radial density `n`. -/
def enclosed (n : ℝ → ℝ) (r : ℝ) : ℝ := ∫ s in Ioc 0 r, n s
```

In Hartree atomic units, an electron at radius r has the potential energy

V(r) = −Z/r + N(r)/r + ∫ᵣ^∞ n(s)/s ds.

The three terms come from the nucleus, the cloud inside r and the cloud outside r. The nuclear charge Z is a real number and is not tied to the total number of electrons.

```lean
/-- The potential energy of an electron at radius `r > 0` in the field of a nucleus of charge `Z`
and a spherical electron cloud of radial density `n`. -/
def potential (Z : ℝ) (n : ℝ → ℝ) (r : ℝ) : ℝ :=
  -Z / r + enclosed n r / r + ∫ s in Ioi r, n s / s
```

## Shells and their spin-orbit weights

A weight w₂ lies further out than w₁ if w₂/w₁ does not decrease with r. Multiplying out the denominators gives, for 0 < x ≤ y,

w₂(x) w₁(y) ≤ w₂(y) w₁(x).

A larger mean radius does not guarantee this. A hydrogenic 3p density, for example, does not lie further out than the 2p density in this sense, because the ratio falls to zero at the 3p node. The hydrogenic 3d density for the same nuclear charge Z does lie further out than the 2p density, since their ratio is proportional to r² exp(Zr/3).

```lean
/-- The weight `w₂` lies further out than `w₁`: the ratio `w₂ / w₁` does not decrease with the
radius, written without division. -/
def FurtherOut (w₁ w₂ : ℝ → ℝ) : Prop :=
  ∀ x y, 0 < x → x ≤ y → w₂ x * w₁ y ≤ w₂ y * w₁ x
```

Let p(r) be the radial density of a shell. The bare nuclear spin-orbit field is proportional to Z/r³, so the shell samples the screening with the normalized weight

q(r) = p(r) / (r³ I), where I = ∫₀^∞ p(s)/s³ ds.

The theorems on shells assume that I is positive and finite. This excludes s shells with a nonzero amplitude at the nucleus, for which I diverges and the spin-orbit coupling vanishes by symmetry.

```lean
/-- The normalized weight `p / r³` of a shell with radial density `p`, for `r > 0` and
a nonzero integral of `p / r³`. -/
def soWeight (p : ℝ → ℝ) (r : ℝ) : ℝ := p r / r ^ 3 / ∫ s in Ioi (0 : ℝ), p s / s ^ 3
```

With screening, the field is V′(r)/r. The fraction that the shell retains is

F = ∫₀^∞ p V′/r dr / ∫₀^∞ p Z/r³ dr.

The constant prefactor of the spin-orbit operator cancels. The model has no exchange and no spin-other-orbit coupling, and it does not remove a shell's interaction with itself if n includes that shell.

```lean
/-- The mean of the spin-orbit field `V' / r` over a shell `p`, divided by the mean of the bare
nuclear field `Z / r³`, for a nonzero bare mean. -/
def retained (Z : ℝ) (n p : ℝ → ℝ) : ℝ :=
  (∫ r in Ioi (0 : ℝ), p r * (deriv (potential Z n) r / r)) /
    ∫ r in Ioi (0 : ℝ), p r * (Z / r ^ 3)
```

## The enclosed charge

From here on, n ≥ 0 and n is integrable on (0,∞), except that Gauss's law below does not need the sign. For a ≤ b,

N(b) − N(a) = ∫ₐᵇ n(s) ds ≥ 0 (0 ≤ a ≤ b).

In Lean, `enclosed` is zero at negative radii, so it is monotone on the whole real line.

```lean
variable {n : ℝ → ℝ}

/-- The enclosed charge does not decrease with the radius. -/
theorem enclosed_mono (hpos : ∀ r, 0 < r → 0 ≤ n r) (hint : IntegrableOn n (Ioi 0)) :
    Monotone (enclosed n) := by
  intro a b hab
  exact setIntegral_mono_set (hint.mono_set Ioc_subset_Ioi_self)
    (ae_restrict_of_forall_mem measurableSet_Ioc fun s hs => hpos s hs.1)
    (Ioc_subset_Ioc_right hab).eventuallyLE
```

Comparing the interval up to r with the whole half-line gives

0 ≤ N(r) ≤ ∫₀^∞ n(s) ds.

```lean
/-- The enclosed charge lies between zero and the total electronic charge. -/
theorem enclosed_bounds (hpos : ∀ r, 0 < r → 0 ≤ n r) (hint : IntegrableOn n (Ioi 0)) (r : ℝ) :
    0 ≤ enclosed n r ∧ enclosed n r ≤ ∫ s in Ioi (0 : ℝ), n s :=
  ⟨setIntegral_nonneg measurableSet_Ioc fun s hs => hpos s hs.1,
    setIntegral_mono_set hint
      (ae_restrict_of_forall_mem measurableSet_Ioi fun s hs => hpos s hs)
      Ioc_subset_Ioi_self.eventuallyLE⟩
```

Write N_tot for this upper bound. For an integrable weight w,

|N(r) w(r)| ≤ N_tot |w(r)|,

so the integral of N w is finite. The proof uses this bound as the dominating function, and monotonicity supplies the measurability of N.

```lean
/-- The enclosed charge has a finite mean under every integrable weight. -/
theorem integrable_enclosed_mul (hpos : ∀ r, 0 < r → 0 ≤ n r) (hint : IntegrableOn n (Ioi 0))
    {w : ℝ → ℝ} (hw : IntegrableOn w (Ioi 0)) :
    IntegrableOn (fun r => enclosed n r * w r) (Ioi 0) := by
  refine Integrable.mono' ((Integrable.norm hw).const_mul (∫ s in Ioi (0 : ℝ), n s))
    ((enclosed_mono hpos hint).measurable.aestronglyMeasurable.mul hw.aestronglyMeasurable)
    (Eventually.of_forall fun r => ?_)
  have hb := enclosed_bounds hpos hint r
  rw [norm_mul, Real.norm_of_nonneg hb.1]
  exact mul_le_mul_of_nonneg_right hb.2 (norm_nonneg _)
```

## Gauss's law

Let n also be continuous on (0,∞). The fundamental theorem of calculus gives N′(r) = n(r), which is `hN`. For the outer cloud, fix a = r/2. For u near r,

∫ᵤ^∞ n/s ds = ∫ₐ^∞ n/s ds − ∫ₐᵘ n/s ds,

and the derivative at u = r is −n(r)/r, which is `hM`. Only the tail of n/s has to be integrable, and this follows from |n(s)/s| ≤ |n(s)|/a for s > a (`htail`). Adding the three derivatives gives

V′(r) = Z/r² + [n(r)/r − N(r)/r²] − n(r)/r = (Z − N(r))/r².

The two terms n(r)/r cancel, and r² V′(r) = Z − N(r). `HasDerivAt` states both that V is differentiable at r and that this is its derivative.

```lean
/-- Gauss's law for the screened nucleus: `V'(r) = (Z - N(r)) / r²` at every `r > 0`. -/
theorem hasDerivAt_potential (Z : ℝ) (hcont : ContinuousOn n (Ioi 0))
    (hint : IntegrableOn n (Ioi 0)) {r : ℝ} (hr : 0 < r) :
    HasDerivAt (potential Z n) ((Z - enclosed n r) / r ^ 2) r := by
  -- the inner charge grows at the rate `n r`
  have hN : HasDerivAt (enclosed n) (n r) r := by
    have h := intervalIntegral.integral_hasDerivAt_right
      ((intervalIntegrable_iff_integrableOn_Ioc_of_le hr.le).2
        (hint.mono_set Ioc_subset_Ioi_self))
      (ContinuousOn.stronglyMeasurableAtFilter isOpen_Ioi hcont r hr)
      (hcont.continuousAt (Ioi_mem_nhds hr))
    refine h.congr_of_eventuallyEq ?_
    filter_upwards [Ioi_mem_nhds hr] with u hu
    exact (intervalIntegral.integral_of_le (le_of_lt hu)).symm
  -- the potential of the outer charge falls at the rate `n r / r`
  have ha : 0 < r / 2 := by positivity
  have htail : IntegrableOn (fun s => n s / s) (Ioi (r / 2)) := by
    have h := hint.mono_set (Ioi_subset_Ioi ha.le)
    refine Integrable.mono' ((Integrable.norm h).div_const (r / 2))
      (h.aestronglyMeasurable.aemeasurable.div aemeasurable_id).aestronglyMeasurable
      (ae_restrict_of_forall_mem measurableSet_Ioi fun s hs => ?_)
    have hs' : r / 2 < s := hs
    rw [norm_div, Real.norm_of_nonneg (ha.trans hs').le]
    exact div_le_div_of_nonneg_left (norm_nonneg _) ha hs'.le
  have hc : ContinuousOn (fun s => n s / s) (Ioi 0) :=
    hcont.div continuousOn_id fun s hs => ne_of_gt hs
  have hM : HasDerivAt (fun u => ∫ s in Ioi u, n s / s) (-(n r / r)) r := by
    have h := intervalIntegral.integral_hasDerivAt_right
      ((intervalIntegrable_iff_integrableOn_Ioc_of_le (by linarith : r / 2 ≤ r)).2
        (htail.mono_set Ioc_subset_Ioi_self))
      (ContinuousOn.stronglyMeasurableAtFilter isOpen_Ioi hc r hr)
      (hc.continuousAt (Ioi_mem_nhds hr))
    refine (h.const_sub (∫ s in Ioi (r / 2), n s / s)).congr_of_eventuallyEq ?_
    filter_upwards [Ioi_mem_nhds (by linarith : r / 2 < r)] with u hu
    have hu' : r / 2 ≤ u := le_of_lt hu
    have hsplit := setIntegral_union (Ioc_disjoint_Ioi le_rfl) measurableSet_Ioi
      (htail.mono_set (show Ioc (r / 2) u ⊆ Ioi (r / 2) from Ioc_subset_Ioi_self))
      (htail.mono_set (Ioi_subset_Ioi hu'))
    rw [Ioc_union_Ioi_eq_Ioi hu'] at hsplit
    rw [intervalIntegral.integral_of_le hu']
    linarith
  have h := (((hasDerivAt_const r (-Z)).fun_div (hasDerivAt_id' r) hr.ne').fun_add
    (hN.fun_div (hasDerivAt_id' r) hr.ne')).fun_add hM
  refine h.congr_deriv ?_
  field_simp
  ring
```

## Comparing mean enclosed charges

For positive w₁, the product form of the ordering is equivalent to

w₂(x)/w₁(x) ≤ w₂(y)/w₁(y) for 0 < x ≤ y.

```lean
/-- For a positive weight `w₁`, lying further out means that `w₂ / w₁` is nondecreasing. -/
theorem furtherOut_iff {w₁ w₂ : ℝ → ℝ} (hw : ∀ r, 0 < r → 0 < w₁ r) :
    FurtherOut w₁ w₂ ↔ MonotoneOn (fun r => w₂ r / w₁ r) (Ioi 0) := by
  constructor
  · intro h x hx y hy hxy
    exact (div_le_div_iff₀ (hw x hx) (hw y hy)).2 (h x y hx hxy)
  · intro h x y hx hxy
    have hy := hx.trans_le hxy
    exact (div_le_div_iff₀ (hw x hx) (hw y hy)).1 (h hx hy hxy)
```

Now let w₁ and w₂ be nonnegative with integral 1, and let w₂ lie further out. Let c be the supremum of N(x) over all x > 0 with w₂(x) < w₁(x), or zero if there is no such x. The claim is that, at every r > 0,

(N(r) − c)(w₂(r) − w₁(r)) ≥ 0.

If w₂(r) < w₁(r), then N(r) ≤ c by the definition of c. If the weights are equal, the product is zero. If w₂(r) > w₁(r), take any x with w₂(x) < w₁(x). Were r < x, the ordering would give

w₂(r) w₁(x) ≤ w₂(x) w₁(r),

whereas w₂(r) > w₁(r) ≥ 0 and w₁(x) > w₂(x) ≥ 0 give the strict opposite. Hence x ≤ r and N(x) ≤ N(r), so c ≤ N(r). If there is no such x, then c = 0 ≤ N(r). Integrating the product yields

∫ N w₂ dr − ∫ N w₁ dr ≥ c (∫ w₂ dr − ∫ w₁ dr) = 0.

In the code, `key` is the pointwise inequality with its terms rearranged, and `lt_trichotomy` separates the three cases. Integrability of the weights follows from their normalization, since Lean gives a non-integrable function the integral zero.

```lean
/-- Of two normalized weights, the one further out has the larger or equal mean enclosed charge. -/
theorem mean_enclosed_le (hpos : ∀ r, 0 < r → 0 ≤ n r) (hint : IntegrableOn n (Ioi 0))
    {w₁ w₂ : ℝ → ℝ} (h₁ : ∀ r, 0 < r → 0 ≤ w₁ r) (h₂ : ∀ r, 0 < r → 0 ≤ w₂ r)
    (n₁ : ∫ r in Ioi (0 : ℝ), w₁ r = 1) (n₂ : ∫ r in Ioi (0 : ℝ), w₂ r = 1)
    (hout : FurtherOut w₁ w₂) :
    ∫ r in Ioi (0 : ℝ), enclosed n r * w₁ r ≤ ∫ r in Ioi (0 : ℝ), enclosed n r * w₂ r := by
  have i₁ : IntegrableOn w₁ (Ioi 0) := by
    by_contra h
    rw [integral_undef h] at n₁
    exact zero_ne_one n₁
  have i₂ : IntegrableOn w₂ (Ioi 0) := by
    by_contra h
    rw [integral_undef h] at n₂
    exact zero_ne_one n₂
  -- `c` is the supremum of the enclosed charge over the radii with `w₂ < w₁`, or zero if none exist
  let S : Set ℝ := enclosed n '' {r | 0 < r ∧ w₂ r < w₁ r}
  obtain ⟨c, hc⟩ : ∃ c, c = sSup S := ⟨_, rfl⟩
  have hS : BddAbove S := by
    refine ⟨∫ s in Ioi (0 : ℝ), n s, ?_⟩
    rintro _ ⟨r, _, rfl⟩
    exact (enclosed_bounds hpos hint r).2
  have key : ∀ r ∈ Ioi (0 : ℝ),
      enclosed n r * w₁ r + c * w₂ r ≤ enclosed n r * w₂ r + c * w₁ r := by
    intro r hr
    rcases lt_trichotomy (w₂ r) (w₁ r) with h | h | h
    · have hle : enclosed n r ≤ c := hc ▸ le_csSup hS ⟨r, ⟨hr, h⟩, rfl⟩
      nlinarith [mul_nonneg (sub_nonneg.2 hle) (sub_nonneg.2 h.le)]
    · rw [h]
    · have hle : c ≤ enclosed n r := by
        rw [hc]
        refine Real.sSup_le ?_ (enclosed_bounds hpos hint r).1
        rintro _ ⟨x, ⟨hx, hlt⟩, rfl⟩
        refine enclosed_mono hpos hint (le_of_not_gt fun hrx => ?_)
        have hcross := hout r x hr hrx.le
        nlinarith [mul_pos (sub_pos.2 h) (sub_pos.2 hlt),
          mul_nonneg (h₁ r hr) (sub_nonneg.2 hlt.le),
          mul_nonneg (sub_nonneg.2 h.le) (h₂ x hx)]
      nlinarith [mul_nonneg (sub_nonneg.2 hle) (sub_nonneg.2 h.le)]
  have a₁ := integrable_enclosed_mul hpos hint i₁
  have a₂ := integrable_enclosed_mul hpos hint i₂
  have b₁ : IntegrableOn (fun r => c * w₁ r) (Ioi 0) := Integrable.const_mul i₁ c
  have b₂ : IntegrableOn (fun r => c * w₂ r) (Ioi 0) := Integrable.const_mul i₂ c
  have hL : IntegrableOn (fun r => enclosed n r * w₁ r + c * w₂ r) (Ioi 0) :=
    Integrable.add a₁ b₂
  have hR : IntegrableOn (fun r => enclosed n r * w₂ r + c * w₁ r) (Ioi 0) :=
    Integrable.add a₂ b₁
  have h := setIntegral_mono_on hL hR measurableSet_Ioi key
  rw [integral_add a₁ b₂, integral_add a₂ b₁, integral_const_mul, integral_const_mul,
    n₁, n₂] at h
  linarith
```

## The retained fraction

Inserting Gauss's law into F, with Z > 0, gives

F = [Z I − ∫ N p/r³ dr] / (Z I) = 1 − (1/Z) ∫ N q dr.

The steps `hnum`, `hden` and `hmean` rewrite the numerator, the denominator and the mean of N under q.

```lean
/-- The retained fraction of the spin-orbit field is `1 - ⟨N⟩ / Z`, with the mean taken under
the normalized weight `p / r³`. -/
theorem retained_eq {Z : ℝ} (hZ : 0 < Z) (hcont : ContinuousOn n (Ioi 0))
    (hpos : ∀ r, 0 < r → 0 ≤ n r) (hint : IntegrableOn n (Ioi 0)) {p : ℝ → ℝ}
    (hI : 0 < ∫ r in Ioi (0 : ℝ), p r / r ^ 3) :
    retained Z n p = 1 - (∫ r in Ioi (0 : ℝ), enclosed n r * soWeight p r) / Z := by
  have ip : IntegrableOn (fun r => p r / r ^ 3) (Ioi 0) := by
    by_contra h
    rw [integral_undef h] at hI
    exact lt_irrefl _ hI
  have iZ : IntegrableOn (fun r => Z * (p r / r ^ 3)) (Ioi 0) := Integrable.const_mul ip Z
  -- Gauss's law turns the field into `(Z - N) / r³`
  have hnum : ∫ r in Ioi (0 : ℝ), p r * (deriv (potential Z n) r / r) =
      ∫ r in Ioi (0 : ℝ), (Z * (p r / r ^ 3) - enclosed n r * (p r / r ^ 3)) := by
    refine setIntegral_congr_fun measurableSet_Ioi fun r hr => ?_
    rw [(hasDerivAt_potential Z hcont hint hr).deriv]
    ring
  have hden : ∫ r in Ioi (0 : ℝ), p r * (Z / r ^ 3) =
      Z * ∫ r in Ioi (0 : ℝ), p r / r ^ 3 := by
    rw [← integral_const_mul]
    congr 1
    ext r
    ring
  have hmean : ∫ r in Ioi (0 : ℝ), enclosed n r * soWeight p r =
      (∫ r in Ioi (0 : ℝ), enclosed n r * (p r / r ^ 3)) /
        ∫ r in Ioi (0 : ℝ), p r / r ^ 3 := by
    rw [← integral_div]
    congr 1
    ext r
    unfold soWeight
    ring
  rw [retained, hnum, hden, hmean, integral_sub iZ (integrable_enclosed_mul hpos hint ip),
    integral_const_mul]
  have hI' := hI.ne'
  field_simp
```

Finally, take two nonnegative shell densities p₁ and p₂, with p₂ further out, and let I₁, I₂, q₁, q₂, F₁ and F₂ be the corresponding quantities. Since

q₂(x) q₁(y) = p₂(x) p₁(y) / (x³ y³ I₁ I₂),

and the same positive factor appears when x and y are exchanged, q₂ lies further out than q₁ (`hw`). The comparison of means then gives

∫ N q₁ dr ≤ ∫ N q₂ dr, and therefore F₂ ≤ F₁.

The outer shell thus loses at least as large a fraction of its own bare field. The inequality concerns fractions, not the absolute size of the loss, and equality is allowed, as when n = 0.

```lean
/-- A shell further out retains a smaller or equal fraction of its bare nuclear spin-orbit
field. -/
theorem retained_le {Z : ℝ} (hZ : 0 < Z) (hcont : ContinuousOn n (Ioi 0))
    (hpos : ∀ r, 0 < r → 0 ≤ n r) (hint : IntegrableOn n (Ioi 0)) {p₁ p₂ : ℝ → ℝ}
    (h₁ : ∀ r, 0 < r → 0 ≤ p₁ r) (h₂ : ∀ r, 0 < r → 0 ≤ p₂ r)
    (I₁ : 0 < ∫ r in Ioi (0 : ℝ), p₁ r / r ^ 3) (I₂ : 0 < ∫ r in Ioi (0 : ℝ), p₂ r / r ^ 3)
    (hout : FurtherOut p₁ p₂) : retained Z n p₂ ≤ retained Z n p₁ := by
  have hnonneg : ∀ p : ℝ → ℝ, (∀ r, 0 < r → 0 ≤ p r) →
      0 < ∫ r in Ioi (0 : ℝ), p r / r ^ 3 → ∀ r, 0 < r → 0 ≤ soWeight p r :=
    fun p hp hI r hr => div_nonneg (div_nonneg (hp r hr) (pow_pos hr 3).le) hI.le
  have hnorm : ∀ p : ℝ → ℝ, 0 < ∫ r in Ioi (0 : ℝ), p r / r ^ 3 →
      ∫ r in Ioi (0 : ℝ), soWeight p r = 1 := by
    intro p hI
    unfold soWeight
    rw [integral_div, div_self hI.ne']
  -- the common factor `1 / r³` does not affect the ordering
  have hw : FurtherOut (soWeight p₁) (soWeight p₂) := by
    intro x y hx hxy
    have hy := hx.trans_le hxy
    have hK : 0 ≤ (x ^ 3 * y ^ 3 * (∫ r in Ioi (0 : ℝ), p₁ r / r ^ 3) *
        ∫ r in Ioi (0 : ℝ), p₂ r / r ^ 3)⁻¹ :=
      inv_nonneg.2 (mul_pos (mul_pos (mul_pos (pow_pos hx 3) (pow_pos hy 3)) I₁) I₂).le
    have h := mul_le_mul_of_nonneg_right (hout x y hx hxy) hK
    unfold soWeight
    refine le_of_eq_of_le ?_ (h.trans_eq ?_) <;> ring
  rw [retained_eq hZ hcont hpos hint I₁, retained_eq hZ hcont hpos hint I₂]
  have h := mean_enclosed_le hpos hint (hnonneg p₁ h₁ I₁) (hnonneg p₂ h₂ I₂)
    (hnorm p₁ I₁) (hnorm p₂ I₂) hw
  have h' := div_le_div_of_nonneg_right h hZ.le
  linarith

end

end ScreenedSpinOrbit
```

```lean
#print axioms ScreenedSpinOrbit.furtherOut_iff
-- 'ScreenedSpinOrbit.furtherOut_iff' depends on axioms: [propext, Classical.choice, Quot.sound]
#print axioms ScreenedSpinOrbit.retained_le
-- 'ScreenedSpinOrbit.retained_le' depends on axioms: [propext, Classical.choice, Quot.sound]
```
